# A Variable-Step Discrete Gronwall Inequality with Global Error Bounds for Lipschitz One-Step Integrators

Suppose that step \(n\) of a simulation multiplies the existing error \(e_n\) by at most \(1+a_n\) and adds at most \(d_n\), with \(a_n,d_n\ge 0\) and \(e_0\ge 0\); after two steps

\[
e_2\le(1+a_1)(1+a_0)e_0+(1+a_1)d_0+d_1\le(1+a_0)(1+a_1)(e_0+d_0+d_1)\le e^{a_0+a_1}(e_0+d_0+d_1).
\]

```lean
import Mathlib

open Finset Filter Topology

namespace VariableStepGronwall

noncomputable section

/-- The error sequence that starts at `e₀` and in step `n` is amplified by exactly `1 + a n`
and increased by exactly `d n`. -/
def worstError (a d : ℕ → ℝ) (e₀ : ℝ) : ℕ → ℝ
  | 0 => e₀
  | n + 1 => (1 + a n) * worstError a d e₀ n + d n

/-- If all `a n` are nonnegative, an error that obeys the one-step inequality never exceeds the
worst-case error with the same initial value. -/
theorem le_worstError {e a d : ℕ → ℝ} (ha : ∀ n, 0 ≤ a n)
    (hstep : ∀ n, e (n + 1) ≤ (1 + a n) * e n + d n) (n : ℕ) :
    e n ≤ worstError a d (e 0) n := by
  induction n with
  | zero => exact le_refl _
  | succ n ih =>
    have h1 : 0 ≤ 1 + a n := by linarith [ha n]
    have h2 := mul_le_mul_of_nonneg_left ih h1
    have h3 := hstep n
    simp only [worstError]
    linarith

/-- For nonnegative `a` and `d`, the worst-case error is at most the product of all amplification
factors times the sum of the initial error and all local errors. -/
theorem worstError_le_prod {a d : ℕ → ℝ} (ha : ∀ n, 0 ≤ a n) (hd : ∀ n, 0 ≤ d n)
    (e₀ : ℝ) (n : ℕ) :
    worstError a d e₀ n ≤ (∏ k ∈ range n, (1 + a k)) * (e₀ + ∑ k ∈ range n, d k) := by
  -- the accumulated amplification is never below one
  have hP : ∀ m, 1 ≤ ∏ k ∈ range m, (1 + a k) := by
    intro m
    induction m with
    | zero => simp
    | succ m ih =>
      rw [prod_range_succ]
      nlinarith [ha m, mul_nonneg (zero_le_one.trans ih) (ha m)]
  induction n with
  | zero => simp [worstError]
  | succ n ih =>
    have h1 : 0 ≤ 1 + a n := by linarith [ha n]
    have h2 := mul_le_mul_of_nonneg_left ih h1
    -- the newest local error may be amplified too, which only enlarges the bound
    have h3 := mul_le_mul_of_nonneg_right (hP (n + 1)) (hd n)
    rw [prod_range_succ] at h3
    rw [prod_range_succ, sum_range_succ]
    simp only [worstError]
    linarith

/-- **Variable-step discrete Gronwall inequality.** Let `e 0` and all `a n` and `d n` be
nonnegative. If step `n` amplifies the error by at most `1 + a n` and adds at most `d n`, the error
after `n` steps is at most the exponential of the summed `a k` times the initial error plus the
summed `d k`. -/
theorem discrete_gronwall {e a d : ℕ → ℝ} (he : 0 ≤ e 0) (ha : ∀ n, 0 ≤ a n)
    (hd : ∀ n, 0 ≤ d n) (hstep : ∀ n, e (n + 1) ≤ (1 + a n) * e n + d n) (n : ℕ) :
    e n ≤ Real.exp (∑ k ∈ range n, a k) * (e 0 + ∑ k ∈ range n, d k) := by
  -- each factor obeys 1 + x ≤ exp x
  have hprod : ∏ k ∈ range n, (1 + a k) ≤ Real.exp (∑ k ∈ range n, a k) := by
    rw [Real.exp_sum]
    exact prod_le_prod (fun k _ => by linarith [ha k])
      (fun k _ => by linarith [Real.add_one_le_exp (a k)])
  have hsum : 0 ≤ e 0 + ∑ k ∈ range n, d k :=
    add_nonneg he (sum_nonneg fun k _ => hd k)
  exact (le_worstError ha hstep n).trans
    ((worstError_le_prod ha hd (e 0) n).trans (mul_le_mul_of_nonneg_right hprod hsum))

/-- When a total amplification `A` is spread evenly over `N` steps without local errors, the
worst-case final error tends to `exp A` times the initial error as `N` grows. -/
theorem exponential_factor_sharp (A e₀ : ℝ) :
    Tendsto (fun N : ℕ => worstError (fun _ => A / N) (fun _ => 0) e₀ N) atTop
      (𝓝 (Real.exp A * e₀)) := by
  have hpow : ∀ (c : ℝ) (n : ℕ),
      worstError (fun _ => c) (fun _ => 0) e₀ n = (1 + c) ^ n * e₀ := by
    intro c n
    induction n with
    | zero => simp [worstError]
    | succ n ih =>
      simp only [worstError]
      rw [ih]
      ring
  simp only [hpow]
  exact (Real.tendsto_one_add_div_pow_exp A).mul_const e₀

variable {E : Type*} [NormedAddCommGroup E] [NormedSpace ℝ E]

/-- The numerical trajectory of a one-step integrator with step sizes `h n` and increment
function `Φ n`, started at `y₀`. -/
def trajectory (h : ℕ → ℝ) (Φ : ℕ → E → E) (y₀ : E) : ℕ → E
  | 0 => y₀
  | n + 1 => trajectory h Φ y₀ n + h n • Φ n (trajectory h Φ y₀ n)

/-- The local defect: what is left over when the reference trajectory `u` is inserted in step
`n` of the integrator. -/
def defect (h : ℕ → ℝ) (Φ : ℕ → E → E) (u : ℕ → E) (n : ℕ) : E :=
  u (n + 1) - (u n + h n • Φ n (u n))

/-- For an increment function with Lipschitz constant `L`, the global error on any nonuniform
time grid is at most `exp (L * elapsed time)` times the initial error plus the summed norms of
the local defects. -/
theorem global_error_le {h : ℕ → ℝ} {Φ : ℕ → E → E} {L : ℝ} (hh : ∀ n, 0 ≤ h n)
    (hL : 0 ≤ L) (hΦ : ∀ n x y, ‖Φ n x - Φ n y‖ ≤ L * ‖x - y‖) (u : ℕ → E) (y₀ : E) (n : ℕ) :
    ‖u n - trajectory h Φ y₀ n‖ ≤ Real.exp (L * ∑ k ∈ range n, h k) *
      (‖u 0 - y₀‖ + ∑ k ∈ range n, ‖defect h Φ u k‖) := by
  have hstep : ∀ m, ‖u (m + 1) - trajectory h Φ y₀ (m + 1)‖ ≤
      (1 + L * h m) * ‖u m - trajectory h Φ y₀ m‖ + ‖defect h Φ u m‖ := by
    intro m
    -- old error, difference of the increments, and new defect
    have hsplit : u (m + 1) - trajectory h Φ y₀ (m + 1) =
        (u m - trajectory h Φ y₀ m) +
          h m • (Φ m (u m) - Φ m (trajectory h Φ y₀ m)) + defect h Φ u m := by
      simp only [trajectory, defect, smul_sub]
      abel
    have h1 := mul_le_mul_of_nonneg_left (hΦ m (u m) (trajectory h Φ y₀ m)) (hh m)
    have h2 := norm_add₃_le (a := u m - trajectory h Φ y₀ m)
      (b := h m • (Φ m (u m) - Φ m (trajectory h Φ y₀ m))) (c := defect h Φ u m)
    rw [norm_smul, Real.norm_of_nonneg (hh m)] at h2
    rw [hsplit]
    linarith
  have key := discrete_gronwall (e := fun m => ‖u m - trajectory h Φ y₀ m‖)
    (a := fun m => L * h m) (d := fun m => ‖defect h Φ u m‖)
    (norm_nonneg _) (fun m => mul_nonneg hL (hh m)) (fun m => norm_nonneg _) hstep n
  rw [mul_sum]
  exact key

/-- If the local defects are at most `C * h k ^ (p + 1)` and no step exceeds `H`, the global
error from exact initial data is at most `exp (L * T) * (C * T * H ^ p)`, where `T` is the
elapsed time. -/
theorem global_error_order {h : ℕ → ℝ} {Φ : ℕ → E → E} {L C H : ℝ} {p : ℕ}
    (hh : ∀ n, 0 ≤ h n) (hH : ∀ n, h n ≤ H) (hL : 0 ≤ L) (hC : 0 ≤ C)
    (hΦ : ∀ n x y, ‖Φ n x - Φ n y‖ ≤ L * ‖x - y‖) (u : ℕ → E)
    (hu : ∀ k, ‖defect h Φ u k‖ ≤ C * h k ^ (p + 1)) (n : ℕ) :
    ‖u n - trajectory h Φ (u 0) n‖ ≤ Real.exp (L * ∑ k ∈ range n, h k) *
      (C * (∑ k ∈ range n, h k) * H ^ p) := by
  -- one power of the step size adds up to the elapsed time, the others are bounded by H
  have hsum : ∑ k ∈ range n, ‖defect h Φ u k‖ ≤ C * (∑ k ∈ range n, h k) * H ^ p := by
    rw [mul_sum, sum_mul]
    refine sum_le_sum fun k _ => (hu k).trans ?_
    have h1 : h k ^ p ≤ H ^ p := pow_le_pow_left₀ (hh k) (hH k) p
    have h2 := mul_le_mul_of_nonneg_left h1 (mul_nonneg hC (hh k))
    calc C * h k ^ (p + 1) = C * h k * h k ^ p := by ring
      _ ≤ C * h k * H ^ p := h2
  have key := global_error_le hh hL hΦ u (u 0) n
  rw [sub_self, norm_zero, zero_add] at key
  exact key.trans (mul_le_mul_of_nonneg_left hsum (Real.exp_pos _).le)

end

end VariableStepGronwall
```

```lean
#print axioms VariableStepGronwall.discrete_gronwall
-- 'VariableStepGronwall.discrete_gronwall' depends on axioms: [propext, Classical.choice, Quot.sound]
#print axioms VariableStepGronwall.exponential_factor_sharp
-- 'VariableStepGronwall.exponential_factor_sharp' depends on axioms: [propext, Classical.choice, Quot.sound]
#print axioms VariableStepGronwall.global_error_order
-- 'VariableStepGronwall.global_error_order' depends on axioms: [propext, Classical.choice, Quot.sound]
```

## From two steps to any number

The theorem `discrete_gronwall` states that, for every \(n\),

\[
e_n\le \exp\Big(\sum_{k<n}a_k\Big)\Big(e_0+\sum_{k<n}d_k\Big).
\]

In Lean, `e`, `a` and `d` are real sequences, and `range n` contains the indices \(0,\dots,n-1\). All \(a_n\) and \(d_n\) are assumed nonnegative; among the errors \(e_n\), this is assumed only of the initial one. At \(n=0\) the bound reads \(e_0\le e_0\).

The proof compares \(e_n\) with the sequence \(w_n\), called `worstError`, which starts at \(e_0\) and turns the one-step inequality into an equality. If \(e_n\le w_n\), multiplication by \(1+a_n\ge0\) gives

\[
e_{n+1}\le(1+a_n)e_n+d_n\le(1+a_n)w_n+d_n=w_{n+1}.
\]

This is the induction in `le_worstError`.

Now let \(P_n=\prod_{k<n}(1+a_k)\) and \(S_n=\sum_{k<n}d_k\). Every factor is at least 1, hence \(P_n\ge1\). If \(w_n\le P_n(e_0+S_n)\), then

\[
w_{n+1}\le P_{n+1}(e_0+S_n)+d_n\le P_{n+1}(e_0+S_n+d_n)=P_{n+1}(e_0+S_{n+1}).
\]

This is `worstError_le_prod`. The second inequality charges the newest local error with an amplification it has not undergone, which only enlarges the bound. Finally, \(1+x\le e^x\) in each factor gives \(P_n\le\exp(\sum_{k<n}a_k)\). Since \(e_0+S_n\ge0\), the product can be replaced by the exponential.

## How sharp the exponential is

With no local errors and \(N\) steps that all have \(a_k=A/N\), the recursion gives \(w_N=(1+A/N)^Ne_0\). The theorem `exponential_factor_sharp` proves that this tends to \(e^Ae_0\) as \(N\to\infty\). For \(A\ge0\) and \(e_0>0\), a smaller factor depending only on the sum \(A\) of the \(a_k\), which the Lean comment calls the total amplification, would therefore fail once the steps are fine enough.

## The error of an integrator

The state of the simulated system lives in a real normed space `E`, which may have any dimension. The definition `trajectory` is the update

\[
y_{n+1}=y_n+h_n\Phi_n(y_n),
\]

with step sizes \(h_n\ge0\) and increment functions \(\Phi_n\). For explicit Euler, \(\Phi_n\) is the right-hand side of the equation of motion, written as a first-order system, at the time when step \(n\) starts. The reference \(u_n\) may be any sequence; in an application it is the exact solution sampled on the time grid. Its `defect` is

\[
\delta_n=u_{n+1}-\big(u_n+h_n\Phi_n(u_n)\big).
\]

Subtracting the two updates gives

\[
u_{n+1}-y_{n+1}=(u_n-y_n)+h_n\big(\Phi_n(u_n)-\Phi_n(y_n)\big)+\delta_n.
\]

The constant \(L\ge0\) limits how strongly the increment responds to a change of state: \(\|\Phi_n(x)-\Phi_n(y)\|\le L\|x-y\|\) for all states. The triangle inequality then yields

\[
\|u_{n+1}-y_{n+1}\|\le(1+Lh_n)\|u_n-y_n\|+\|\delta_n\|.
\]

In `global_error_le`, `hsplit` is the decomposition and `norm_add₃_le` the triangle inequality. Applying `discrete_gronwall` with \(a_n=Lh_n\) and \(d_n=\|\delta_n\|\) gives, with elapsed time \(T=\sum_{k<n}h_k\),

\[
\|u_n-y_n\|\le e^{LT}\Big(\|u_0-y_0\|+\sum_{k<n}\|\delta_k\|\Big).
\]

## Local order and global order

Besides the step sizes \(h_k\ge0\) and the Lipschitz condition with constant \(L\ge0\) from the previous section, the theorem `global_error_order` assumes exact initial data, \(h_k\le H\) and \(\|\delta_k\|\le Ch_k^{p+1}\) with \(C\ge0\). The constant \(C\) stands for the smoothness of the reference solution and the accuracy of the method; the defect bound is assumed, not derived from a Taylor expansion. One power of \(h_k\) sums to the elapsed time, and the others are bounded by \(H\):

\[
\sum_{k<n}\|\delta_k\|\le C\sum_{k<n}h_k\,h_k^p\le CTH^p.
\]

The global error is therefore at most \(e^{LT}CTH^p\), one power of the step size less than the local defect.

For a quantum state expanded in a finite, time-independent orthonormal basis and propagated by explicit Euler under the linear Schrödinger equation, \(L\) can be any upper bound, valid at all times, on the operator norm of the Hamiltonian matrix divided by \(\hbar\). In classical dynamics the Lipschitz condition is more restrictive: it must hold on the whole space, which excludes singular forces such as bare Coulomb attraction unless they are regularised. The estimate is also a worst case: a large \(e^{LT}\) does not imply that the actual error grows that much.
